# Weakening the Lennard-Jones attraction by a fraction x < 1 scales the well depth by (1 − x)²

Suppose the $r^{-6}$ attraction of a Lennard-Jones pair is weakened by 10% and the repulsion is left unchanged. One might expect the well depth to fall to 0.9 of its original value and the minimum to stay where it was. Instead, the depth falls to 0.81 of its original value, and the minimum moves outwards by about 1.8%.

## Depth and position of the minimum

Let $\varepsilon,\sigma>0$ be the Lennard-Jones energy and length, and let $x<1$. On $r>0$ the potential

$$V_x(r)=4\varepsilon\left[(\sigma/r)^{12}-(1-x)(\sigma/r)^6\right]$$

has least value $-\varepsilon(1-x)^2$, attained exactly when $r^6=2\sigma^6/(1-x)$.

## Folding an averaged three-body term into the pair energy

A code that replaces an explicit three-body sum by a density-averaged pair term $\rho a/r^6$ can use these formulas to check its effective pair table, provided that the bare pair energy is Lennard-Jones and the resulting $x$ is below 1. Here $\rho$ is the number density, and $a$ is a constant standing for the strength of the three-body interaction after averaging over the third particle. Since

$$\frac{\rho a}{r^6}=4\varepsilon x\left(\frac{\sigma}{r}\right)^6,\qquad x=\frac{\rho a}{4\varepsilon\sigma^6},$$

adding the term to the Lennard-Jones energy gives $V_x$. This is `lennardJones_add_average`. A repulsive term has $x>0$.

## Completing the square in (σ/r)⁶

Put $u=(\sigma/r)^6>0$. Then

$$V_x+\varepsilon(1-x)^2=\varepsilon\left[4u^2-4(1-x)u+(1-x)^2\right]=\varepsilon\,(2u-(1-x))^2,$$

which `effPair_complete_square` proves by `ring`. The right side is never negative, and it vanishes only at $u=(1-x)/2$, that is, at $r^6=2\sigma^6/(1-x)$. In `effPair_minimum`, `key` proves this equivalence, and `turningPoint_pow` supplies a positive distance with the required sixth power.

For the width, take $0\le q<1$ and the level $-(1-q^2)\varepsilon(1-x)^2$, a fixed fraction of the minimum energy. The energy is at or below it exactly when $(2u-(1-x))^2\le q^2(1-x)^2$, so

$$(1-x)(1-q)\le 2u\le(1-x)(1+q).$$

In terms of distance this reads $r_q\le r\le r_{-q}$, with

$$r_q=\sigma\left(\frac{2}{(1-x)(1+q)}\right)^{1/6}.$$

In `effPair_le_level_iff`, `e1` and `e2` translate the bounds on $r$ into bounds on $u$. `abs_le_of_sq_le_sq'` extracts the two bounds from the square; the converse multiplies the two nonnegative gaps.

The width is

$$r_{-q}-r_q=(1-x)^{-1/6}\,\sigma\left[\left(\frac{2}{1-q}\right)^{1/6}-\left(\frac{2}{1+q}\right)^{1/6}\right].$$

For $0<q<1$ the bracket is positive and the prefactor grows with $x$, while the depth $\varepsilon(1-x)^2$ shrinks. In `shallower_and_wider`, `fac` extracts the prefactor, `l1` compares its values at $x$ and $y$, and `l2` gives the sign of the bracket.

"Wider" is easily misread as a statement about a fixed absolute energy. For $x<y$ we have $V_y-V_x=4\varepsilon(y-x)u>0$ (`effPair_strictMono`), so the region below a fixed energy cannot grow. The widening proved here is for the level $-(1-q^2)\varepsilon(1-x)^2$ with $q$ fixed, and this level rises as the well becomes shallower.

Finally, if $x\ge1$ then $V_x=4\varepsilon\left[u^2+(x-1)u\right]>0$ (`effPair_pos_of_one_le`). This expression increases with $u$, so the energy falls steadily as $r$ grows and no well remains.

## The Lean file

```lean
import Mathlib

open Set

namespace ThreeBodyEffectivePair

noncomputable section

/-- The Lennard-Jones pair energy at distance `r > 0`. -/
def lennardJones (ε σ r : ℝ) : ℝ := 4 * ε * ((σ / r) ^ 12 - (σ / r) ^ 6)

/-- The effective pair energy at distance `r > 0`, with the `r⁻⁶` attraction reduced by
the fraction `x`. -/
def effPair (ε σ x r : ℝ) : ℝ := 4 * ε * ((σ / r) ^ 12 - (1 - x) * (σ / r) ^ 6)

/-- The distance `σ (2 / ((1 - x)(1 + q)))^(1/6)`, for `σ > 0`, `x < 1` and `q > -1`. -/
def turningPoint (σ x q : ℝ) : ℝ := σ * (2 / ((1 - x) * (1 + q))) ^ (1 / 6 : ℝ)

/-- The distance between the turning points with parameters `-q` and `q`, for `σ > 0`, `x < 1` and
`0 ≤ q < 1`. -/
def wellWidth (σ x q : ℝ) : ℝ := turningPoint σ x (-q) - turningPoint σ x q

/-- Adding a density-averaged three-body term `ρ a / r⁶` to the Lennard-Jones energy with
`ε, σ > 0` gives, at `r > 0`, the effective pair energy with `x = ρ a / (4 ε σ⁶)`. -/
theorem lennardJones_add_average {ε σ r : ℝ} (hε : 0 < ε) (hσ : 0 < σ) (hr : 0 < r)
    (ρ a : ℝ) :
    lennardJones ε σ r + ρ * a / r ^ 6 = effPair ε σ (ρ * a / (4 * ε * σ ^ 6)) r := by
  have hr' := hr.ne'
  have h : 4 * ε * (ρ * a / (4 * ε * σ ^ 6)) * (σ / r) ^ 6 = ρ * a / r ^ 6 := by
    rw [div_pow]
    field_simp
  unfold lennardJones effPair
  linear_combination -h

/-- Measured from `-ε(1 - x)²`, the effective pair energy is `ε` times a perfect square. -/
theorem effPair_complete_square (ε σ x r : ℝ) :
    effPair ε σ x r + ε * (1 - x) ^ 2 = ε * (2 * (σ / r) ^ 6 - (1 - x)) ^ 2 := by
  unfold effPair
  ring

/-- For `σ > 0`, `x < 1` and `q > -1` the turning point is a positive distance with
sixth power `2σ⁶ / ((1 - x)(1 + q))`. -/
theorem turningPoint_pow {σ x q : ℝ} (hσ : 0 < σ) (hx : x < 1) (hq : -1 < q) :
    0 < turningPoint σ x q ∧
      turningPoint σ x q ^ 6 = 2 * σ ^ 6 / ((1 - x) * (1 + q)) := by
  have h1 : 0 < 1 - x := by linarith
  have h2 : 0 < 1 + q := by linarith
  have hb : 0 < 2 / ((1 - x) * (1 + q)) := div_pos two_pos (mul_pos h1 h2)
  refine ⟨mul_pos hσ (Real.rpow_pos_of_pos hb _), ?_⟩
  have h6 : ((2 / ((1 - x) * (1 + q))) ^ (1 / 6 : ℝ)) ^ 6 = 2 / ((1 - x) * (1 + q)) := by
    rw [← Real.rpow_natCast, ← Real.rpow_mul hb.le]
    norm_num
  unfold turningPoint
  rw [mul_pow, h6]
  ring

/-- For `ε, σ > 0` and `x < 1` the least effective pair energy over all `r > 0` is
`-ε(1 - x)²`, and it is attained exactly at the distance with `r⁶ = 2σ⁶ / (1 - x)`. -/
theorem effPair_minimum {ε σ x : ℝ} (hε : 0 < ε) (hσ : 0 < σ) (hx : x < 1) :
    IsLeast (effPair ε σ x '' Ioi 0) (-(ε * (1 - x) ^ 2)) ∧
      ∀ r, 0 < r →
        (effPair ε σ x r = -(ε * (1 - x) ^ 2) ↔ r ^ 6 = 2 * σ ^ 6 / (1 - x)) := by
  have h1 : 0 < 1 - x := by linarith
  have key : ∀ r, 0 < r →
      (effPair ε σ x r = -(ε * (1 - x) ^ 2) ↔ r ^ 6 = 2 * σ ^ 6 / (1 - x)) := by
    intro r hr
    have hV := effPair_complete_square ε σ x r
    have hu : (σ / r) ^ 6 * r ^ 6 = σ ^ 6 := by
      rw [← mul_pow, div_mul_cancel₀ _ hr.ne']
    generalize (σ / r) ^ 6 = u at hV hu
    rw [eq_div_iff h1.ne']
    constructor
    · intro h
      -- at the minimum the square vanishes
      have h0 : ε * (2 * u - (1 - x)) ^ 2 = 0 := by linarith
      have h3 : 2 * u - (1 - x) = 0 :=
        (pow_eq_zero_iff two_ne_zero).mp ((mul_eq_zero.mp h0).resolve_left hε.ne')
      linear_combination 2 * hu - r ^ 6 * h3
    · intro h
      have h0 : r ^ 6 * (2 * u - (1 - x)) = 0 := by linear_combination 2 * hu - h
      have h3 := (mul_eq_zero.mp h0).resolve_left (pow_pos hr 6).ne'
      rw [h3] at hV
      linarith
  refine ⟨⟨?_, ?_⟩, key⟩
  · have ht := turningPoint_pow (q := 0) hσ hx (by norm_num)
    exact ⟨turningPoint σ x 0, ht.1,
      (key _ ht.1).mpr (by rw [ht.2, add_zero, mul_one])⟩
  · rintro _ ⟨r, _, rfl⟩
    have hV := effPair_complete_square ε σ x r
    have hs := mul_nonneg hε.le (sq_nonneg (2 * (σ / r) ^ 6 - (1 - x)))
    linarith

/-- For `ε, σ > 0`, `x < 1` and `0 ≤ q < 1`, the distances `r > 0` at which the energy is at
most the fraction `1 - q²` of the minimum `-ε(1 - x)²` are those between the turning points
with parameters `q` and `-q`. -/
theorem effPair_le_level_iff {ε σ x q r : ℝ} (hε : 0 < ε) (hσ : 0 < σ) (hx : x < 1)
    (hq0 : 0 ≤ q) (hq1 : q < 1) (hr : 0 < r) :
    effPair ε σ x r ≤ -((1 - q ^ 2) * (ε * (1 - x) ^ 2)) ↔
      turningPoint σ x q ≤ r ∧ r ≤ turningPoint σ x (-q) := by
  have h1 : 0 < 1 - x := by linarith
  have hp : 0 < 1 + q := by linarith
  have hm : 0 < 1 + -q := by linarith
  have ta := turningPoint_pow (q := q) hσ hx (by linarith)
  have tb := turningPoint_pow (q := -q) hσ hx (by linarith)
  -- each bound on the distance is a bound on (σ/r)^6
  have e1 : turningPoint σ x q ≤ r ↔ 2 * (σ / r) ^ 6 ≤ (1 - x) * (1 + q) := by
    rw [← pow_le_pow_iff_left₀ ta.1.le hr.le (by norm_num : (6 : ℕ) ≠ 0), ta.2,
      div_le_iff₀ (mul_pos h1 hp), div_pow, ← mul_div_assoc,
      div_le_iff₀ (pow_pos hr 6), mul_comm (r ^ 6)]
  have e2 : r ≤ turningPoint σ x (-q) ↔ (1 - x) * (1 + -q) ≤ 2 * (σ / r) ^ 6 := by
    rw [← pow_le_pow_iff_left₀ hr.le tb.1.le (by norm_num : (6 : ℕ) ≠ 0), tb.2,
      le_div_iff₀ (mul_pos h1 hm), div_pow, ← mul_div_assoc,
      le_div_iff₀ (pow_pos hr 6), mul_comm (r ^ 6)]
  rw [e1, e2]
  have hV := effPair_complete_square ε σ x r
  generalize (σ / r) ^ 6 = u at hV ⊢
  constructor
  · intro h
    have hs : ε * (2 * u - (1 - x)) ^ 2 ≤ ε * (q * (1 - x)) ^ 2 := by linarith
    have hb := abs_le_of_sq_le_sq' (le_of_mul_le_mul_left hs hε) (mul_nonneg hq0 h1.le)
    constructor <;> linarith [hb.1, hb.2]
  · rintro ⟨ha, hb⟩
    have hs := mul_nonneg hε.le (mul_nonneg (sub_nonneg.2 ha) (sub_nonneg.2 hb))
    linarith

/-- For `ε, σ > 0`, when `x` increases to `y < 1` the depth `ε(1 - x)²` decreases, while the
width of the well at a fixed fraction `1 - q²` of its depth, `0 < q < 1`, increases. -/
theorem shallower_and_wider {ε σ x y q : ℝ} (hε : 0 < ε) (hσ : 0 < σ) (hxy : x < y)
    (hy : y < 1) (hq0 : 0 < q) (hq1 : q < 1) :
    ε * (1 - y) ^ 2 < ε * (1 - x) ^ 2 ∧ wellWidth σ x q < wellWidth σ y q := by
  have hx : x < 1 := hxy.trans hy
  refine ⟨mul_lt_mul_of_pos_left (by nlinarith) hε, ?_⟩
  -- the reduced attraction stretches all turning points by a common factor
  have fac : ∀ z p : ℝ, z < 1 → -1 < p → turningPoint σ z p =
      (1 / (1 - z)) ^ (1 / 6 : ℝ) * (σ * (2 / (1 + p)) ^ (1 / 6 : ℝ)) := by
    intro z p hz hp
    have hz' : 0 < 1 - z := by linarith
    have hp' : 0 < 1 + p := by linarith
    unfold turningPoint
    rw [show 2 / ((1 - z) * (1 + p)) = 1 / (1 - z) * (2 / (1 + p)) by
      rw [div_mul_div_comm, one_mul],
      Real.mul_rpow (div_pos one_pos hz').le (div_pos two_pos hp').le]
    ring
  have l1 : (1 / (1 - x)) ^ (1 / 6 : ℝ) < (1 / (1 - y)) ^ (1 / 6 : ℝ) :=
    Real.rpow_lt_rpow (div_pos one_pos (by linarith)).le
      (one_div_lt_one_div_of_lt (by linarith) (by linarith)) (by norm_num)
  have l2 : σ * (2 / (1 + q)) ^ (1 / 6 : ℝ) < σ * (2 / (1 + -q)) ^ (1 / 6 : ℝ) :=
    mul_lt_mul_of_pos_left (Real.rpow_lt_rpow (div_pos two_pos (by linarith)).le
      (div_lt_div_of_pos_left two_pos (by linarith) (by linarith)) (by norm_num)) hσ
  unfold wellWidth
  rw [fac x (-q) hx (by linarith), fac x q hx (by linarith),
    fac y (-q) hy (by linarith), fac y q hy (by linarith)]
  nlinarith [mul_pos (sub_pos.2 l1) (sub_pos.2 l2)]

/-- For `ε, σ > 0`, increasing `x` raises the effective pair energy at every `r > 0`. -/
theorem effPair_strictMono {ε σ x y r : ℝ} (hε : 0 < ε) (hσ : 0 < σ) (hr : 0 < r)
    (hxy : x < y) : effPair ε σ x r < effPair ε σ y r := by
  have h := mul_pos (mul_pos hε (sub_pos.2 hxy)) (pow_pos (div_pos hσ hr) 6)
  unfold effPair
  nlinarith [h]

/-- For `ε, σ > 0` and `x ≥ 1` the effective pair energy is positive at every `r > 0`. -/
theorem effPair_pos_of_one_le {ε σ x r : ℝ} (hε : 0 < ε) (hσ : 0 < σ) (hr : 0 < r)
    (hx : 1 ≤ x) : 0 < effPair ε σ x r := by
  have hu : 0 < (σ / r) ^ 6 := pow_pos (div_pos hσ hr) 6
  have h := mul_pos hε (add_pos_of_pos_of_nonneg (mul_pos hu hu)
    (mul_nonneg (sub_nonneg.2 hx) hu.le))
  have e : effPair ε σ x r =
      4 * (ε * ((σ / r) ^ 6 * (σ / r) ^ 6 + (x - 1) * (σ / r) ^ 6)) := by
    unfold effPair
    ring
  rw [e]
  exact mul_pos (by norm_num) h

end

end ThreeBodyEffectivePair
```

```lean
#print axioms ThreeBodyEffectivePair.lennardJones_add_average
#print axioms ThreeBodyEffectivePair.effPair_minimum
#print axioms ThreeBodyEffectivePair.effPair_strictMono
#print axioms ThreeBodyEffectivePair.effPair_pos_of_one_le
```

```
'ThreeBodyEffectivePair.lennardJones_add_average' depends on axioms: [propext, Classical.choice, Quot.sound]
'ThreeBodyEffectivePair.effPair_minimum' depends on axioms: [propext, Classical.choice, Quot.sound]
'ThreeBodyEffectivePair.effPair_strictMono' depends on axioms: [propext, Classical.choice, Quot.sound]
'ThreeBodyEffectivePair.effPair_pos_of_one_le' depends on axioms: [propext, Classical.choice, Quot.sound]
```

## A single pair energy, with the averaging assumed

All quantities are real numbers. `effPair ε σ x r` is $V_x(r)$, `turningPoint σ x q` is $r_q$, and `wellWidth σ x q` is $r_{-q}-r_q$. The set `effPair ε σ x '' Ioi 0` contains the energies at all positive distances; `IsLeast` says that $-\varepsilon(1-x)^2$ belongs to it and bounds it from below. The second half of `effPair_minimum` identifies the minimising distance. The hypothesis $0\le x$ is not needed, so an attractive averaged term is covered too.

The $r^{-6}$ form of the averaged term is an assumption: nothing here derives it from a three-body potential or estimates $a$. The theorems concern the untruncated, unshifted potential, with $x$ independent of $r$. They do not address rounding error, and they say nothing about the pressure or phase behaviour of a fluid with this pair energy.
